# The quartic Ginzburg–Landau coefficient of a uniform, isotropic BCS gap is \(7\zeta(3)/(16\pi^2T^2)\) per density of states

Let \(T>0\) be the temperature in units with \(\hbar=k_B=1\), let \(w_n=(2n+1)\pi T\) be the fermionic Matsubara frequencies for all integers \(n\), and write \(\zeta(k)=\sum_{m\ge1}1/m^k\) for integers \(k\ge2\). The quartic coefficient \(b(T)\) is the factor in the term \(b(T)\Delta^4\) of the BCS mean-field free energy of a real gap \(\Delta\), uniform in space and equal at all momenta, divided by the normal-state density of states per spin, which is taken as constant over an infinite band.

```lean
import Mathlib

open Real Filter Topology MeasureTheory

namespace GinzburgLandauQuartic

noncomputable section

/-- The fermionic Matsubara frequency `(2n+1)πT`. -/
def matsubara (T : ℝ) (n : ℤ) : ℝ := (2 * n + 1) * π * T

/-- The zeta value `1 + 1/2^k + 1/3^k + ...`, for integers `k ≥ 2`. -/
def zetaSum (k : ℕ) : ℝ := ∑' n : ℕ, 1 / ((n : ℝ) + 1) ^ k

/-- The quartic coefficient per density of states: half the temperature times the squared pair
propagator `1/(w² + ξ²)²`, integrated over the band energy `ξ` and summed over Matsubara
frequencies, for `T > 0`. -/
def quarticCoefficient (T : ℝ) : ℝ :=
  ∑' n : ℤ, T / 2 * ∫ ξ : ℝ, 1 / (matsubara T n ^ 2 + ξ ^ 2) ^ 2

/-- The sum over Matsubara frequencies of `2πT (|w| + Δ²/(2|w|) - √(w² + Δ²))`, the
energy-integrated pairing free energy with its quadratic part removed, for `T > 0`. -/
def condensationSum (T Δ : ℝ) : ℝ :=
  ∑' n : ℤ, 2 * π * T * (|matsubara T n| + Δ ^ 2 / (2 * |matsubara T n|)
    - √(matsubara T n ^ 2 + Δ ^ 2))

/-- At positive temperature no fermionic Matsubara frequency vanishes. -/
theorem matsubara_ne_zero {T : ℝ} (hT : 0 < T) (n : ℤ) : matsubara T n ≠ 0 := by
  have h : (2 * (n : ℝ) + 1) ≠ 0 := by
    exact_mod_cast (by omega : (2 * n + 1 : ℤ) ≠ 0)
  exact mul_ne_zero (mul_ne_zero h pi_ne_zero) hT.ne'

/-- For `k ≥ 2` the inverse `k`-th powers of the odd numbers sum to `(1 - 2^(-k)) ζ(k)`. -/
theorem hasSum_odd {k : ℕ} (hk : 2 ≤ k) :
    HasSum (fun n : ℕ => 1 / (2 * (n : ℝ) + 1) ^ k) ((1 - 1 / 2 ^ k) * zetaSum k) := by
  have h : Summable (fun n : ℕ => 1 / ((n : ℝ) + 1) ^ k) := by
    have h0 := (summable_nat_add_iff 1).mpr
      (Real.summable_one_div_nat_pow.mpr (by omega : 1 < k))
    simpa only [Nat.cast_add, Nat.cast_one] using h0
  -- the even denominators reproduce the whole series, scaled by `2^(-k)`
  have ho : HasSum (fun n : ℕ => 1 / (((2 * n + 1 : ℕ) : ℝ) + 1) ^ k)
      (1 / 2 ^ k * zetaSum k) := by
    have e : (fun n : ℕ => 1 / (((2 * n + 1 : ℕ) : ℝ) + 1) ^ k)
        = fun n : ℕ => 1 / 2 ^ k * (1 / ((n : ℝ) + 1) ^ k) := by
      funext n
      rw [show (((2 * n + 1 : ℕ) : ℝ) + 1) = 2 * ((n : ℝ) + 1) by push_cast; ring,
        mul_pow, div_mul_div_comm, mul_one]
    rw [e]
    exact h.hasSum.mul_left _
  have he : Summable (fun n : ℕ => 1 / (((2 * n : ℕ) : ℝ) + 1) ^ k) :=
    h.comp_injective (i := fun n : ℕ => 2 * n) (fun a b hab => by simpa using hab)
  have hu := (HasSum.even_add_odd (f := fun n : ℕ => 1 / ((n : ℝ) + 1) ^ k)
    he.hasSum ho).unique h.hasSum
  change _ = zetaSum k at hu
  have hs := he.hasSum
  rw [eq_sub_of_add_eq hu] at hs
  rw [show (1 - 1 / 2 ^ k) * zetaSum k = zetaSum k - 1 / 2 ^ k * zetaSum k by ring]
  simpa only [Nat.cast_mul, Nat.cast_ofNat] using hs

/-- For `T > 0` and `k ≥ 2`, the sum of `T/|w|^k` over all Matsubara frequencies converges to
`2T (1 - 2^(-k)) ζ(k) / (πT)^k`. -/
theorem matsubara_sum {T : ℝ} (hT : 0 < T) {k : ℕ} (hk : 2 ≤ k) :
    HasSum (fun n : ℤ => T / |matsubara T n| ^ k)
      (2 * T * (1 - 1 / 2 ^ k) * zetaSum k / (π * T) ^ k) := by
  have h := (hasSum_odd hk).mul_left (T / (π * T) ^ k)
  have h1 : ∀ n : ℕ, |matsubara T (n : ℤ)| = (2 * (n : ℝ) + 1) * (π * T) := by
    intro n
    have e : matsubara T (n : ℤ) = (2 * (n : ℝ) + 1) * (π * T) := by
      unfold matsubara; push_cast; ring
    rw [e, abs_of_pos (by positivity)]
  have h2 : ∀ n : ℕ, |matsubara T (-((n : ℤ) + 1))| = (2 * (n : ℝ) + 1) * (π * T) := by
    intro n
    have e : matsubara T (-((n : ℤ) + 1)) = -((2 * (n : ℝ) + 1) * (π * T)) := by
      unfold matsubara; push_cast; ring
    rw [e, abs_neg, abs_of_pos (by positivity)]
  have hp : ∀ n : ℕ, T / ((2 * (n : ℝ) + 1) * (π * T)) ^ k
      = T / (π * T) ^ k * (1 / (2 * (n : ℝ) + 1) ^ k) := by
    intro n
    rw [mul_pow (2 * (n : ℝ) + 1) (π * T), div_mul_div_comm, mul_one,
      mul_comm ((π * T) ^ k)]
  -- positive and negative frequencies contribute equally
  have ha : HasSum (fun n : ℕ => T / |matsubara T (n : ℤ)| ^ k)
      (T / (π * T) ^ k * ((1 - 1 / 2 ^ k) * zetaSum k)) := by
    simp only [h1, hp]; exact h
  have hb : HasSum (fun n : ℕ => T / |matsubara T (-((n : ℤ) + 1))| ^ k)
      (T / (π * T) ^ k * ((1 - 1 / 2 ^ k) * zetaSum k)) := by
    simp only [h2, hp]; exact h
  convert HasSum.of_nat_of_neg_add_one (f := fun n : ℤ => T / |matsubara T n| ^ k) ha hb
    using 1
  ring

/-- For `T > 0` the sum of `T/|w|³` over all Matsubara frequencies converges to
`7ζ(3)/(4π³T²)`. -/
theorem matsubara_sum_cube {T : ℝ} (hT : 0 < T) :
    HasSum (fun n : ℤ => T / |matsubara T n| ^ 3) (7 * zetaSum 3 / (4 * π ^ 3 * T ^ 2)) := by
  convert matsubara_sum hT (by norm_num : 2 ≤ 3) using 1
  rw [div_eq_div_iff (by positivity) (by positivity)]
  ring

/-- For a nonzero frequency `w` the squared pair propagator `1/(w² + ξ²)²` is integrable over
all band energies `ξ`, with integral `π/(2|w|³)`. -/
theorem energy_integral {w : ℝ} (hw : w ≠ 0) :
    Integrable (fun ξ : ℝ => 1 / (w ^ 2 + ξ ^ 2) ^ 2) ∧
      ∫ ξ : ℝ, 1 / (w ^ 2 + ξ ^ 2) ^ 2 = π / (2 * |w| ^ 3) := by
  have ha : 0 < |w| := abs_pos.mpr hw
  rw [← sq_abs w]
  generalize |w| = a at ha ⊢
  -- domination by a Lorentzian
  have hi : Integrable (fun ξ : ℝ => 1 / (a ^ 2 + ξ ^ 2) ^ 2) := by
    refine (integrable_inv_one_add_sq.const_mul (1 / a ^ 4 + 1 / a ^ 2)).mono'
      (by fun_prop : Measurable fun ξ : ℝ => 1 / (a ^ 2 + ξ ^ 2) ^ 2).aestronglyMeasurable
      (ae_of_all _ fun x => ?_)
    rw [Real.norm_of_nonneg (by positivity), ← div_eq_mul_inv,
      div_le_div_iff₀ (by positivity) (by positivity)]
    have e : (1 / a ^ 4 + 1 / a ^ 2) * (a ^ 2 + x ^ 2) ^ 2 = 1 + x ^ 2 +
        (2 * x ^ 2 / a ^ 2 + x ^ 4 / a ^ 4 + a ^ 2 + x ^ 2 + x ^ 4 / a ^ 2) := by
      field_simp
      ring
    have : 0 ≤ 2 * x ^ 2 / a ^ 2 + x ^ 4 / a ^ 4 + a ^ 2 + x ^ 2 + x ^ 4 / a ^ 2 := by
      positivity
    linarith
  refine ⟨hi, ?_⟩
  have hd : ∀ x : ℝ, HasDerivAt
      (fun y : ℝ => y / (a ^ 2 + y ^ 2) / (2 * a ^ 2) + arctan (y / a) / (2 * a ^ 3))
      (1 / (a ^ 2 + x ^ 2) ^ 2) x := by
    intro x
    have hD : a ^ 2 + x ^ 2 ≠ 0 := by positivity
    have h0 : HasDerivAt (fun y : ℝ => a ^ 2 + y ^ 2) (2 * x) x := by
      simpa using (hasDerivAt_pow 2 x).const_add (a ^ 2)
    have h1 := ((hasDerivAt_id' x).fun_div h0 hD).div_const (2 * a ^ 2)
    have h2 := (((hasDerivAt_id' x).div_const a).arctan).div_const (2 * a ^ 3)
    refine (h1.fun_add h2).congr_deriv ?_
    field_simp
    ring
  -- the rational part of the antiderivative dies out at both ends
  have hz : ∀ l : Filter ℝ, Tendsto (fun x : ℝ => x⁻¹) l (𝓝 0) →
      Tendsto (fun x : ℝ => x / (a ^ 2 + x ^ 2)) l (𝓝 0) := by
    intro l hl
    refine squeeze_zero_norm (a := fun x : ℝ => |x⁻¹|) (fun x => ?_) (by simpa using hl.abs)
    rcases eq_or_ne x 0 with rfl | hx
    · simp
    · have hx' : 0 < |x| := abs_pos.mpr hx
      have hD : 0 < a ^ 2 + x ^ 2 := by positivity
      rw [Real.norm_eq_abs, abs_div, abs_of_pos hD, abs_inv, inv_eq_one_div,
        div_le_div_iff₀ hD hx']
      nlinarith [abs_mul_abs_self x, sq_nonneg a]
  have ht := ((hz _ tendsto_inv_atTop_zero).div_const (2 * a ^ 2)).add
    (((tendsto_arctan_atTop.mono_right nhdsWithin_le_nhds).comp
      (tendsto_id.atTop_div_const ha)).div_const (2 * a ^ 3))
  have hb := ((hz _ tendsto_inv_atBot_zero).div_const (2 * a ^ 2)).add
    (((tendsto_arctan_atBot.mono_right nhdsWithin_le_nhds).comp
      (tendsto_id.atBot_div_const ha)).div_const (2 * a ^ 3))
  rw [integral_of_hasDerivAt_of_tendsto hd hi hb ht]
  ring

/-- For `T > 0` the BCS quartic Ginzburg-Landau coefficient per density of states is
`7ζ(3)/(16π²T²)`. -/
theorem quarticCoefficient_eq {T : ℝ} (hT : 0 < T) :
    quarticCoefficient T = 7 * zetaSum 3 / (16 * π ^ 2 * T ^ 2) := by
  have e : ∀ n : ℤ, T / 2 * ∫ ξ : ℝ, 1 / (matsubara T n ^ 2 + ξ ^ 2) ^ 2
      = π / 4 * (T / |matsubara T n| ^ 3) := by
    intro n
    rw [(energy_integral (matsubara_ne_zero hT n)).2]
    ring
  unfold quarticCoefficient
  simp only [e]
  rw [((matsubara_sum_cube hT).mul_left (π / 4)).tsum_eq, div_mul_div_comm,
    div_eq_div_iff (by positivity) (by positivity)]
  ring

/-- For a nonzero frequency `w`, `|w| + Δ²/(2|w|) - √(w² + Δ²)` is at most `Δ⁴/(8|w|³)` and
falls short of it by at most `Δ⁶/(16|w|⁵)`. -/
theorem gap_expansion {w : ℝ} (hw : w ≠ 0) (Δ : ℝ) :
    Δ ^ 4 / (8 * |w| ^ 3) - Δ ^ 6 / (16 * |w| ^ 5)
        ≤ |w| + Δ ^ 2 / (2 * |w|) - √(w ^ 2 + Δ ^ 2) ∧
      |w| + Δ ^ 2 / (2 * |w|) - √(w ^ 2 + Δ ^ 2) ≤ Δ ^ 4 / (8 * |w| ^ 3) := by
  have ha : 0 < |w| := abs_pos.mpr hw
  have hS : √(w ^ 2 + Δ ^ 2) ^ 2 = |w| ^ 2 + Δ ^ 2 := by
    rw [Real.sq_sqrt (by positivity), sq_abs]
  have hle : |w| ≤ √(w ^ 2 + Δ ^ 2) := Real.abs_le_sqrt (by linarith [sq_nonneg Δ])
  generalize √(w ^ 2 + Δ ^ 2) = S at hS hle ⊢
  generalize |w| = a at ha hS hle ⊢
  have h2 : Δ ^ 2 = S ^ 2 - a ^ 2 := by linarith
  have h4 : Δ ^ 4 = (S ^ 2 - a ^ 2) ^ 2 := by rw [← h2]; ring
  have h6 : Δ ^ 6 = (S ^ 2 - a ^ 2) ^ 3 := by rw [← h2]; ring
  have hS0 : 0 ≤ S := ha.le.trans hle
  rw [h2, h4, h6]
  -- both differences factor through powers of `S - a`
  constructor
  · have e : (a + (S ^ 2 - a ^ 2) / (2 * a) - S)
        - ((S ^ 2 - a ^ 2) ^ 2 / (8 * a ^ 3) - (S ^ 2 - a ^ 2) ^ 3 / (16 * a ^ 5))
        = (S - a) ^ 4 * (S ^ 2 + 4 * a * S + 5 * a ^ 2) / (16 * a ^ 5) := by
      field_simp
      ring
    have : 0 ≤ (S - a) ^ 4 * (S ^ 2 + 4 * a * S + 5 * a ^ 2) / (16 * a ^ 5) := by
      positivity
    linarith
  · have e : (S ^ 2 - a ^ 2) ^ 2 / (8 * a ^ 3) - (a + (S ^ 2 - a ^ 2) / (2 * a) - S)
        = (S - a) ^ 3 * (S + 3 * a) / (8 * a ^ 3) := by
      field_simp
      ring
    have : 0 ≤ (S - a) ^ 3 * (S + 3 * a) / (8 * a ^ 3) :=
      div_nonneg (mul_nonneg (pow_nonneg (sub_nonneg.mpr hle) 3) (by positivity))
        (by positivity)
    linarith

/-- For `T > 0` and any real gap `Δ`, the condensation sum is at most the quartic
Ginzburg-Landau term and falls short of it by at most `31ζ(5)Δ⁶/(128π⁴T⁴)`. -/
theorem condensationSum_bounds {T : ℝ} (hT : 0 < T) (Δ : ℝ) :
    quarticCoefficient T * Δ ^ 4 - 31 * zetaSum 5 / (128 * π ^ 4 * T ^ 4) * Δ ^ 6
        ≤ condensationSum T Δ ∧
      condensationSum T Δ ≤ quarticCoefficient T * Δ ^ 4 := by
  have h3 := (matsubara_sum_cube hT).mul_left (π / 4 * Δ ^ 4)
  have h5 := (matsubara_sum hT (by norm_num : 2 ≤ 5)).mul_left (π / 8 * Δ ^ 6)
  have e3 : π / 4 * Δ ^ 4 * (7 * zetaSum 3 / (4 * π ^ 3 * T ^ 2))
      = quarticCoefficient T * Δ ^ 4 := by
    rw [quarticCoefficient_eq hT, div_mul_eq_mul_div, div_mul_div_comm, div_mul_eq_mul_div,
      div_eq_div_iff (by positivity) (by positivity)]
    ring
  have e5 : π / 8 * Δ ^ 6 * (2 * T * (1 - 1 / 2 ^ 5) * zetaSum 5 / (π * T) ^ 5)
      = 31 * zetaSum 5 / (128 * π ^ 4 * T ^ 4) * Δ ^ 6 := by
    rw [div_mul_eq_mul_div, div_mul_div_comm, div_mul_eq_mul_div,
      div_eq_div_iff (by positivity) (by positivity)]
    ring
  rw [e3] at h3
  rw [e5] at h5
  have hc : 0 ≤ 2 * π * T := by positivity
  -- the bounds hold frequency by frequency
  have lo := fun n : ℤ => mul_le_mul_of_nonneg_left
    (gap_expansion (matsubara_ne_zero hT n) Δ).1 hc
  have up := fun n : ℤ => mul_le_mul_of_nonneg_left
    (gap_expansion (matsubara_ne_zero hT n) Δ).2 hc
  have q3 : ∀ n : ℤ, π / 4 * Δ ^ 4 * (T / |matsubara T n| ^ 3)
      = 2 * π * T * (Δ ^ 4 / (8 * |matsubara T n| ^ 3)) := fun n => by ring
  have q5 : ∀ n : ℤ, π / 8 * Δ ^ 6 * (T / |matsubara T n| ^ 5)
      = 2 * π * T * (Δ ^ 6 / (16 * |matsubara T n| ^ 5)) := fun n => by ring
  simp only [q3] at h3
  simp only [q5] at h5
  simp only [mul_sub (2 * π * T) (Δ ^ 4 / _)] at lo
  have hd := Summable.of_nonneg_of_le (fun n => sub_nonneg.mpr (up n))
    (fun n => sub_le_comm.mp (lo n)) h5.summable
  have hF := h3.summable.sub hd
  simp only [sub_sub_cancel] at hF
  exact ⟨hasSum_le lo (h3.sub h5) hF.hasSum, hasSum_le up hF.hasSum h3⟩

end

end GinzburgLandauQuartic
```

```lean
#print axioms GinzburgLandauQuartic.quarticCoefficient_eq
#print axioms GinzburgLandauQuartic.condensationSum_bounds
```

```
'GinzburgLandauQuartic.quarticCoefficient_eq' depends on axioms: [propext, Classical.choice, Quot.sound]
'GinzburgLandauQuartic.condensationSum_bounds' depends on axioms: [propext, Classical.choice, Quot.sound]
```

## Frequencies, coefficient and condensation sum

`matsubara T n` is \(w_n\), with `n : ℤ`, so both signs of the frequency occur. `zetaSum k` is \(\zeta(k)\), written as a series over natural numbers \(n\ge0\) with denominators \((n+1)^k\). The other two definitions are

\[
b(T)=\sum_{n\in\mathbb Z}\frac T2\int_{-\infty}^{\infty}\frac{d\xi}{(w_n^2+\xi^2)^2},
\]
\[
C(T,\Delta)=\sum_{n\in\mathbb Z}2\pi T\left(|w_n|+\frac{\Delta^2}{2|w_n|}-\sqrt{w_n^2+\Delta^2}\right),
\]

called `quarticCoefficient` and `condensationSum`. Here \(\xi\) is the band energy measured from the chemical potential. The factor \(1/(w_n^2+\xi^2)\), called the pair propagator in the code, is the product of the normal-state propagators of two electrons with opposite momenta and frequencies.

For every \(T>0\), the theorems state that

\[
\sum_{n\in\mathbb Z}\frac{T}{|w_n|^3}=\frac{7\zeta(3)}{4\pi^3T^2},\qquad
b(T)=\frac{7\zeta(3)}{16\pi^2T^2},
\]

and, for every real \(\Delta\),

\[
b(T)\Delta^4-\frac{31\zeta(5)}{128\pi^4T^4}\Delta^6\le C(T,\Delta)\le b(T)\Delta^4 .
\]

The first equation is `matsubara_sum_cube`. Its `HasSum` says that the series converges, in any order of summation, to the given value. The other two statements are `quarticCoefficient_eq` and `condensationSum_bounds`.

## The free energy behind the definitions

In BCS mean-field theory the gap-dependent electronic part of the free energy, per density of states, is formally

\[
-T\sum_n\int d\xi\,\ln\!\left(1+\frac{\Delta^2}{w_n^2+\xi^2}\right).
\]

Since \(\ln(1+x)=x-x^2/2+\dots\), its fourth-order term is \(b(T)\Delta^4\) with the \(b(T)\) defined above. If the energy integral is done first, each frequency gives \(2\pi T(|w_n|-\sqrt{w_n^2+\Delta^2})\). The quadratic part of this is \(-\pi T\Delta^2/|w_n|\), and subtracting it gives the summand of \(C\). Despite its name in the code, \(C\) is therefore not the condensation energy, which also contains the quadratic term.

The quadratic part has to be treated separately because its frequency sum diverges logarithmically. In BCS theory it is combined with the pairing interaction and a cutoff, and this fixes the transition temperature.

The file takes the two sums as its starting point; it does not derive them from a Hamiltonian. The model is clean and uniform, with an isotropic gap and a constant density of states over an infinite band. It contains no gradient term or magnetic field, so it supplies the local quartic term of a vortex calculation but no vortex solution. Some texts write the free-energy term as \((\beta/2)\Delta^4\); their coefficient is then \(\beta=2b\).

Within this uniform mean-field model, the quartic coefficient and the quadratic one together determine the size of the gap just below the transition. The closed form also gives a reference value for a numerical Matsubara sum with a finite frequency cutoff.

## From odd integers to the frequency sum

The even denominators in \(\zeta(k)\) contribute \(\sum_{m\ge1}(2m)^{-k}=2^{-k}\zeta(k)\). What remains is the odd series:

\[
\sum_{n\ge0}\frac1{(2n+1)^k}=(1-2^{-k})\zeta(k).
\]

This is `hasSum_odd`. It splits the convergent series with `HasSum.even_add_odd` and solves for the wanted half. Because the Lean index starts at zero, the even denominators sit at the odd indices.

For \(n\ge0\), the frequencies with indices \(n\) and \(-(n+1)\) are opposite, and both have absolute value \((2n+1)\pi T\). Hence

\[
\sum_{n\in\mathbb Z}\frac{T}{|w_n|^k}=\frac{2T(1-2^{-k})\zeta(k)}{(\pi T)^k}.
\]

In `matsubara_sum`, `HasSum.of_nat_of_neg_add_one` joins these two halves. Setting \(k=3\) gives \(2\cdot\frac78=\frac74\), and therefore the first result.

## The energy integral supplies \(\pi/4\)

No \(w_n\) vanishes, since \(2n+1\) is odd; this is `matsubara_ne_zero`. Put \(a=|w_n|>0\). An antiderivative of \(1/(a^2+\xi^2)^2\) is

\[
\frac{\xi}{2a^2(a^2+\xi^2)}+\frac{\arctan(\xi/a)}{2a^3},
\]

because its derivative is

\[
\frac{a^2-\xi^2}{2a^2(a^2+\xi^2)^2}+\frac{1}{2a^2(a^2+\xi^2)}=\frac1{(a^2+\xi^2)^2}.
\]

The rational part vanishes at both ends, while the arctangent part tends to \(\pm\pi/(4a^3)\). The integral is therefore \(\pi/(2a^3)\).

`energy_integral` follows this calculation and first proves integrability by comparison with a multiple of the Lorentzian \(1/(1+\xi^2)\). Each term of \(b(T)\) is then

\[
\frac T2\cdot\frac{\pi}{2|w_n|^3}=\frac\pi4\frac{T}{|w_n|^3},
\]

and summation gives

\[
b(T)=\frac\pi4\cdot\frac{7\zeta(3)}{4\pi^3T^2}=\frac{7\zeta(3)}{16\pi^2T^2}.
\]

## Bounding what the quartic term leaves out

Keep \(a=|w_n|\) and set \(S=\sqrt{a^2+\Delta^2}\ge a\), so that \(\Delta^2=S^2-a^2\). The bracket in \(C\) becomes

\[
R=a+\frac{S^2-a^2}{2a}-S=\frac{(S-a)^2}{2a}.
\]

Subtracting it from its quartic approximation gives

\[
\frac{\Delta^4}{8a^3}-R=\frac{(S-a)^3(S+3a)}{8a^3}\ge0.
\]

With the sixth-order term included, the difference is

\[
R-\left(\frac{\Delta^4}{8a^3}-\frac{\Delta^6}{16a^5}\right)
=\frac{(S-a)^4(S^2+4aS+5a^2)}{16a^5}\ge0.
\]

These are the two inequalities of `gap_expansion`. In the proof, `field_simp` and `ring` verify the factorisations, and the signs of the factors do the rest.

Multiplication by \(2\pi T\) turns the quartic bound into \(\frac\pi4\Delta^4\,T/|w_n|^3\), which sums to \(b(T)\Delta^4\). The sixth-order term becomes \(\frac\pi8\Delta^6\,T/|w_n|^5\). By the general frequency sum with \(k=5\), its total is

\[
\frac\pi8\Delta^6\cdot\frac{31\zeta(5)}{16\pi^5T^4}
=\frac{31\zeta(5)}{128\pi^4T^4}\Delta^6.
\]

To sum the inequalities, `condensationSum_bounds` also needs the series for \(C\) to converge. The difference between each quartic term and the corresponding term of \(C\) is nonnegative and at most the sixth-order term, so `Summable.of_nonneg_of_le` makes these differences summable. Subtracting them from the convergent quartic series gives convergence of \(C\), and `hasSum_le` then yields both bounds.

## The limit of a small gap

At \(\Delta=0\) all three members of the final inequality are zero. For \(\Delta\ne0\), division by \(\Delta^4\) gives

\[
0\le b(T)-\frac{C(T,\Delta)}{\Delta^4}\le\frac{31\zeta(5)}{128\pi^4T^4}\Delta^2 .
\]

At fixed \(T>0\), the ratio \(C/\Delta^4\) therefore tends to \(b(T)\) as \(\Delta\to0\). Relative to the quartic term, the error is at most

\[
\frac{31\zeta(5)}{56\pi^2\zeta(3)}\left(\frac\Delta T\right)^2\approx0.048\left(\frac\Delta T\right)^2,
\]

so the quartic approximation is controlled when the gap is small compared with the temperature.
